# The spatial functions of p² ³P and p³ ⁴S do not have parity $(-1)^L$

**Q.** Take two p electrons at positions $x_0$ and $x_1$, and drop the radial factor, so that the three p orbitals of each electron are just its coordinates. You form $x_0\times x_1$ and invert the atom: $(-x_0)\times(-x_1)=x_0\times x_1$. Nothing changes, yet the result is a vector, so you call it $L=1$ with even parity. Do the numbers bear that out?

**A.** Put the electrons at $x_0=(1,2,0)$ and $x_1=(0,1,3)$. Then
$$x_0\times x_1=(2\cdot3-0\cdot1,\;0\cdot0-1\cdot3,\;1\cdot1-2\cdot0)=(6,-3,1).$$
A quarter turn about the third axis sends $(u,v,w)$ to $(-v,u,w)$. The electrons move to $(-2,1,0)$ and $(-1,0,3)$, whose cross product is $(3,6,1)$. That is the old result, turned in the same way. Inversion gives $(-1,-2,0)\times(0,-1,-3)=(6,-3,1)$ again.

Now add a third electron at $x_2=(1,0,1)$. Since $x_1\times x_2=(1,3,-1)$, the triple product $x_0\cdot(x_1\times x_2)$ is $1+6+0=7$. It is a scalar, but inversion turns it into $-7$. So we have a vector that is even and a scalar that is odd.

**Q.** Those are coordinates. Where are the orbitals and the rotations in the formal version?

**A.** Positions are real triples, with components numbered 0, 1, 2.

```lean
import Mathlib

open Matrix

namespace TermParity

noncomputable section

/-- Vectors in three-dimensional space. -/
abbrev Vec := Fin 3 → ℝ
```

A rotation is a matrix $R$ with $R^{T}R=1$ and $\det R=1$. Inversion, $-1$, satisfies the first condition but has determinant $-1$, so it is not a rotation.

```lean
/-- A proper rotation: an orthogonal matrix of determinant one. -/
def IsRotation (R : Matrix (Fin 3) (Fin 3) ℝ) : Prop := Rᵀ * R = 1 ∧ R.det = 1
```

The real orbitals $p_x,p_y,p_z$ are a common radial factor times $x,y,z$. I collect them in one vector, $p(r)=g(r\cdot r)\,r$, where the arbitrary function $g$ takes the squared distance from the nucleus and absorbs all constants.

```lean
/-- The three real p orbitals at the point `r`, collected in a vector; the radial factor `g`
is a function of the squared distance from the nucleus. -/
def pShell (g : ℝ → ℝ) (r : Vec) : Vec := g (r ⬝ᵥ r) • r
```

**Q.** And what makes the cross product of two such vectors the ³P function, rather than some convenient vector?

**A.** Its last component is $p_x(x_0)p_y(x_1)-p_y(x_0)p_x(x_1)$, and the other two follow cyclically. These are the three antisymmetric combinations of two p orbitals, which is what a symmetric triplet spin function needs as its partner. If the orbitals are normalised, each component needs a factor $1/\sqrt2$.

```lean
/-- The three spatial functions of the p² ³P term: the cross product of the p orbitals
of the two electrons. -/
def tripletP (g : ℝ → ℝ) (x : Fin 2 → Vec) : Vec :=
  (pShell g (x 0)) ⨯₃ (pShell g (x 1))
```

For three electrons with parallel spins, the only antisymmetric combination is the determinant of $p_x,p_y,p_z$, which is the triple product. Its normalising factor is $1/\sqrt6$. Neither factor affects a parity.

```lean
/-- The spatial function of the p³ ⁴S term: the triple product of the p orbitals
of the three electrons. -/
def quartetS (g : ℝ → ℝ) (x : Fin 3 → Vec) : ℝ :=
  (pShell g (x 0)) ⬝ᵥ ((pShell g (x 1)) ⨯₃ (pShell g (x 2)))
```

**Q.** I see no angular momentum operator. How can you speak of $L$?

**A.** Through behaviour under rotations, which is what $\mathbf L$ generates. Write $\Psi$ for the function of all positions. An S term is a nonzero scalar function with $\Psi(Rx_0,Rx_1,\dots)=\Psi(x_0,x_1,\dots)$ for every rotation.

```lean
/-- An S term (L = 0): a nonzero function unchanged when all electrons are rotated together. -/
def IsSTerm {N : ℕ} (Ψ : (Fin N → Vec) → ℝ) : Prop :=
  Ψ ≠ 0 ∧ ∀ R, IsRotation R → ∀ x, Ψ (fun i => R *ᵥ x i) = Ψ x
```

A P term is a nonzero triple of functions with $\Psi(Rx_0,Rx_1,\dots)=R\,\Psi(x_0,x_1,\dots)$. Three functions that mix like the components of a vector carry the $L=1$ representation.

```lean
/-- A P term (L = 1): three functions, not all zero, that transform as the components of a
vector when all electrons are rotated together. -/
def IsPTerm {N : ℕ} (Ψ : (Fin N → Vec) → Vec) : Prop :=
  Ψ ≠ 0 ∧ ∀ R, IsRotation R → ∀ x, Ψ (fun i => R *ᵥ x i) = R *ᵥ Ψ x
```

Only proper rotations enter these two definitions. That leaves the response to inversion open, and it is recorded separately: $\Psi$ has parity $\varepsilon$ if $\Psi(-x)=\varepsilon\Psi(x)$ for all configurations $x$. The target `W` is a real vector space, so one definition serves both scalar and vector functions.

```lean
/-- Inversion of all electron positions multiplies `Ψ` by `ε`. -/
def HasParity {N : ℕ} {W : Type*} [AddCommGroup W] [Module ℝ W]
    (ε : ℝ) (Ψ : (Fin N → Vec) → W) : Prop :=
  ∀ x, Ψ (-x) = ε • Ψ x
```

**Q.** Then show me that a cross product rotates as a vector. One quarter turn is not a proof.

**A.** The triple product $c\cdot(a\times b)$ is the determinant of the matrix with columns $c,a,b$. Applying a matrix $R$ to all three columns multiplies that determinant by $\det R$, so
$$(Rc)\cdot\big((Ra)\times(Rb)\big)=\det R\;\,c\cdot(a\times b).$$
This holds for every $c$, hence $R^{T}\big((Ra)\times(Rb)\big)=\det R\,(a\times b)$. If $R$ is orthogonal, multiplying by $R$ and using $RR^{T}=1$ gives
$$(Ra)\times(Rb)=\det R\;R(a\times b).$$
For a rotation the determinant is 1. For $R=-1$ the two signs cancel, and the cross product is unchanged.

In the Lean proof, `key` is the identity with $R^{T}$, checked component by component as a polynomial identity. The `calc` block then does the multiplication by $R$.

```lean
/-- Under an orthogonal transformation the cross product transforms as a vector, up to the
determinant of the transformation. -/
theorem cross_orthogonal {R : Matrix (Fin 3) (Fin 3) ℝ} (h : Rᵀ * R = 1) (a b : Vec) :
    (R *ᵥ a) ⨯₃ (R *ᵥ b) = R.det • (R *ᵥ (a ⨯₃ b)) := by
  -- the cofactor identity, valid for every matrix
  have key : Rᵀ *ᵥ ((R *ᵥ a) ⨯₃ (R *ᵥ b)) = R.det • (a ⨯₃ b) := by
    ext i
    fin_cases i <;>
      simp [cross_apply, Matrix.mulVec, dotProduct, Fin.sum_univ_three,
        Matrix.det_fin_three] <;> ring
  have h' : R * Rᵀ = 1 := mul_eq_one_comm.mp h
  calc (R *ᵥ a) ⨯₃ (R *ᵥ b)
      = (R * Rᵀ) *ᵥ ((R *ᵥ a) ⨯₃ (R *ᵥ b)) := by rw [h', Matrix.one_mulVec]
    _ = R *ᵥ (Rᵀ *ᵥ ((R *ᵥ a) ⨯₃ (R *ᵥ b))) := by rw [Matrix.mulVec_mulVec]
    _ = R.det • (R *ᵥ (a ⨯₃ b)) := by rw [key, Matrix.mulVec_smul]
```

The triple product rule holds for any matrix $M$, orthogonal or not. Lean expands both sides in coordinates and lets `ring` compare them. With a rotation it gives invariance, and with $M=-1$ it gives the factor $-1$.

```lean
/-- A linear transformation of all three vectors multiplies their triple product by its
determinant. -/
theorem triple_mulVec (M : Matrix (Fin 3) (Fin 3) ℝ) (a b c : Vec) :
    (M *ᵥ a) ⬝ᵥ ((M *ᵥ b) ⨯₃ (M *ᵥ c)) = M.det * (a ⬝ᵥ (b ⨯₃ c)) := by
  simp [cross_apply, Matrix.mulVec, dotProduct, Fin.sum_univ_three, Matrix.det_fin_three]
  ring
```

**Q.** You have rotated vectors $a$ and $b$, but the electrons sit inside a radial function.

**A.** The radial function does not notice. For orthogonal $R$,
$$(Rr)\cdot(Rr)=r\cdot(R^{T}R\,r)=r\cdot r,$$
so $p(Rr)=g(r\cdot r)\,Rr=R\,p(r)$. In the code, `hr` is the first equality chain, and the last line pulls the scalar out of the matrix product.

```lean
/-- The p orbitals transform as a vector under orthogonal transformations. -/
theorem pShell_rotate (g : ℝ → ℝ) {R : Matrix (Fin 3) (Fin 3) ℝ} (h : Rᵀ * R = 1) (r : Vec) :
    pShell g (R *ᵥ r) = R *ᵥ pShell g r := by
  have hr : (R *ᵥ r) ⬝ᵥ (R *ᵥ r) = r ⬝ᵥ r := by
    rw [Matrix.dotProduct_mulVec, ← Matrix.mulVec_transpose, Matrix.mulVec_mulVec, h,
      Matrix.one_mulVec]
  rw [pShell, pShell, hr, Matrix.mulVec_smul]
```

**Q.** A function that vanishes everywhere is even and odd at once. What stops your terms from being zero?

**A.** One assumption, `pShell g ≠ 0`: the p orbital is not identically zero, meaning that there is an orbital for the electrons to occupy. It supplies a point $r$ with $g(r\cdot r)\,r\neq0$, so neither $g(r\cdot r)$ nor $r$ is zero. Set $t=\sqrt{r\cdot r}$. Then $t\ne0$ and $g(t^2)\neq0$.

```lean
/-- A p shell that is not identically zero has a nonzero radial factor at some nonzero
distance from the nucleus. -/
theorem exists_radius {g : ℝ → ℝ} (hg : pShell g ≠ 0) : ∃ t : ℝ, t ≠ 0 ∧ g (t * t) ≠ 0 := by
  obtain ⟨r, hr⟩ := Function.ne_iff.mp hg
  have h1 : g (r ⬝ᵥ r) ≠ 0 := fun h => hr (by simp [pShell, h])
  have h2 : r ≠ 0 := fun h => hr (by simp [pShell, h])
  have h3 : r ⬝ᵥ r ≠ 0 := fun h => h2 (dotProduct_self_eq_zero.mp h)
  have h4 : 0 ≤ r ⬝ᵥ r := Finset.sum_nonneg fun i _ => mul_self_nonneg (r i)
  exact ⟨√(r ⬝ᵥ r), (Real.sqrt_ne_zero h4).mpr h3, by rwa [Real.mul_self_sqrt h4]⟩
```

Now place electrons on different axes, each at distance $t$. For $x_0=(t,0,0)$ and $x_1=(0,t,0)$, the last component of the ³P function is $g(t^2)^2t^2\ne0$. With a third electron at $x_2=(0,0,t)$, the ⁴S function equals $g(t^2)^3t^3\neq0$.

Nonzero functions have at most one parity. If both $\varepsilon$ and $\delta$ serve, then $\varepsilon\Psi(x)=\Psi(-x)=\delta\Psi(x)$, so $(\varepsilon-\delta)\Psi(x)=0$. Choosing $x$ with $\Psi(x)\ne0$ gives $\varepsilon=\delta$.

```lean
/-- A nonzero wavefunction has at most one parity. -/
theorem parity_unique {N : ℕ} {W : Type*} [AddCommGroup W] [Module ℝ W]
    {Ψ : (Fin N → Vec) → W} (h0 : Ψ ≠ 0) {ε δ : ℝ}
    (hε : HasParity ε Ψ) (hδ : HasParity δ Ψ) : ε = δ := by
  obtain ⟨x, hx⟩ := Function.ne_iff.mp h0
  have h : (ε - δ) • Ψ x = 0 := by rw [sub_smul, ← hε x, ← hδ x, sub_self]
  exact sub_eq_zero.mp ((smul_eq_zero.mp h).resolve_right hx)
```

**Q.** If $L$ does not fix the parity, what does?

**A.** Within a p shell, the number of electrons. Inversion sends each $p(x_i)$ to $-p(x_i)$. Let $F$ be linear in the orbital vector of each of $N$ electrons. Then
$$F(-p(x_0),\dots,-p(x_{N-1}))=(-1)^N F(p(x_0),\dots,p(x_{N-1})).$$
Any sum of products with one p orbital per electron has this form, so the rule applies to the spatial functions of every term of $p^N$. In Lean, `h` rewrites the inverted orbitals as $-1$ times the old ones, and `map_smul_univ` collects the $N$ factors.

```lean
/-- Every function built multilinearly from the p orbitals of `N` electrons has
parity (-1)^N. -/
theorem pN_parity {N : ℕ} {W : Type*} [AddCommGroup W] [Module ℝ W] (g : ℝ → ℝ)
    (F : MultilinearMap ℝ (fun _ : Fin N => Vec) W) :
    HasParity ((-1) ^ N) (fun x : Fin N → Vec => F (fun i => pShell g (x i))) := by
  intro x
  -- each electron contributes one factor of -1
  have h : (fun i => pShell g ((-x) i)) = fun i => (-1 : ℝ) • pShell g (x i) := by
    ext i j
    simp [pShell]
  change F (fun i => pShell g ((-x) i)) = _
  rw [h]
  exact (F.map_smul_univ (fun _ => (-1 : ℝ)) (fun i => pShell g (x i))).trans (by simp)
```

**Q.** You appealed to antisymmetry when you picked the two functions. Is that checked?

**A.** Yes. For two electrons it is $b\times a=-a\times b$.

```lean
/-- The spatial functions of p² ³P change sign when the two electrons are exchanged. -/
theorem tripletP_exchange (g : ℝ → ℝ) (r₁ r₂ : Vec) :
    tripletP g ![r₂, r₁] = -tripletP g ![r₁, r₂] :=
  (cross_anticomm (pShell g r₁) (pShell g r₂)).symm
```

For three electrons, every permutation is covered, not only swaps. The step `hdet` writes the triple product as a determinant whose rows belong to electrons and whose columns belong to orbitals. Permuting the electrons permutes the rows, which multiplies the determinant by the sign of the permutation.

```lean
/-- A permutation of the three electrons multiplies the spatial function of p³ ⁴S by the
sign of the permutation. -/
theorem quartetS_exchange (g : ℝ → ℝ) (σ : Equiv.Perm (Fin 3)) (x : Fin 3 → Vec) :
    quartetS g (x ∘ σ) = ((Equiv.Perm.sign σ : ℤ) : ℝ) * quartetS g x := by
  -- the triple product is the determinant of the orbitals
  have hdet : ∀ y : Fin 3 → Vec,
      quartetS g y = (Matrix.of fun i j => pShell g (y i) j).det := by
    intro y
    simp only [quartetS, cross_apply, dotProduct, Fin.sum_univ_three, Matrix.det_fin_three,
      Matrix.of_apply, Matrix.cons_val]
    ring
  rw [hdet, hdet]
  exact Matrix.det_permute σ (Matrix.of fun i j => pShell g (x i) j)
```

**Q.** So what exactly does the main theorem say?

**A.** For every $g$ whose p orbital is not identically zero, it makes six statements:

- The p² function is a P term, has parity $+1$, and does not have parity $(-1)^1$.
- The p³ function is an S term, has parity $-1$, and does not have parity $(-1)^0$.

The proof assembles what we have discussed. `hP` and `hS` are the evaluations on the axes. `eP` and `eS` are the parities, computed directly from
$$(-a)\times(-b)=a\times b,\qquad (-a)\cdot\big((-b)\times(-c)\big)=-a\cdot(b\times c).$$
The rotation laws come from `pShell_rotate`, combined with `cross_orthogonal` for the P term and `triple_mulVec` for the S term, with $\det R=1$. Each negative statement uses `parity_unique`: a second parity would force $1=-1$.

```lean
/-- The p² ³P term has L = 1 and even parity, the p³ ⁴S term has L = 0 and odd parity, and
neither has the parity (-1)^L. -/
theorem parity_ne_neg_one_pow_L {g : ℝ → ℝ} (hg : pShell g ≠ 0) :
    (IsPTerm (tripletP g) ∧ HasParity 1 (tripletP g) ∧ ¬ HasParity ((-1) ^ 1) (tripletP g)) ∧
    (IsSTerm (quartetS g) ∧ HasParity (-1) (quartetS g) ∧
      ¬ HasParity ((-1) ^ 0) (quartetS g)) := by
  obtain ⟨t, ht, hgt⟩ := exists_radius hg
  -- electrons on different coordinate axes give nonzero values
  have hP : tripletP g ≠ 0 := by
    intro h0
    have h := congrFun (congrFun h0 ![![t, 0, 0], ![0, t, 0]]) 2
    simp [tripletP, pShell, cross_apply, dotProduct, Fin.sum_univ_three, ht, hgt] at h
  have hS : quartetS g ≠ 0 := by
    intro h0
    have h := congrFun h0 ![![t, 0, 0], ![0, t, 0], ![0, 0, t]]
    simp [quartetS, pShell, cross_apply, dotProduct, Fin.sum_univ_three, ht, hgt] at h
  have eP : HasParity 1 (tripletP g) := by
    intro x
    simp [tripletP, pShell]
    exact smul_comm _ _ _
  have eS : HasParity (-1) (quartetS g) := by
    intro x
    simp [quartetS, pShell]
    ring
  refine ⟨⟨⟨hP, fun R hR x => ?_⟩, eP, fun h => ?_⟩, ⟨hS, fun R hR x => ?_⟩, eS, fun h => ?_⟩
  · simp only [tripletP, pShell_rotate g hR.1, cross_orthogonal hR.1, hR.2, one_smul]
  · have := parity_unique hP eP h
    norm_num at this
  · simp only [quartetS, pShell_rotate g hR.1, triple_mulVec, hR.2, one_mul]
  · have := parity_unique hS eS h
    norm_num at this
```

**Q.** Yet $(-1)^L$ is correct for a single electron. Does your setup reproduce that?

**A.** For one p electron it does. The function is $p(x_0)$ itself, which rotates as a vector and changes sign under inversion: $L=1$, odd. Together with p² ³P, this shows that $L=1$ occurs with both parities.

```lean
/-- A single p electron forms a P term of odd parity. -/
theorem single_p_electron {g : ℝ → ℝ} (hg : pShell g ≠ 0) :
    IsPTerm (fun x : Fin 1 → Vec => pShell g (x 0)) ∧
    HasParity (-1) (fun x : Fin 1 → Vec => pShell g (x 0)) := by
  refine ⟨⟨fun h0 => hg ?_, fun R hR x => pShell_rotate g hR.1 (x 0)⟩, fun x => ?_⟩
  · funext r
    exact congrFun h0 (fun _ => r)
  · simp [pShell]

end

end TermParity
```

```lean
#print axioms TermParity.pN_parity
#print axioms TermParity.quartetS_exchange
#print axioms TermParity.parity_ne_neg_one_pow_L
#print axioms TermParity.single_p_electron
```

```
'TermParity.pN_parity' depends on axioms: [propext, Classical.choice, Quot.sound]
'TermParity.quartetS_exchange' depends on axioms: [propext, Classical.choice, Quot.sound]
'TermParity.parity_ne_neg_one_pow_L' depends on axioms: [propext, Classical.choice, Quot.sound]
'TermParity.single_p_electron' depends on axioms: [propext, Classical.choice, Quot.sound]
```

**Q.** What should I not read into this?

**A.** There is no Hamiltonian, so nothing is said about energies or about which term lies lowest. All electrons share one radial factor, other shells are left out, and configurations do not mix. Spin enters only through the exchange symmetry it demands; the pairing with triplet and quartet spin functions is the physicist's reading of the formulas. The functions need not be continuous or square-integrable, and "nonzero" means nonzero at some point. For a continuous $g$, that also rules out a function of zero norm.

**Q.** And where would I meet the result in practice?

**A.** When labelling terms in atomic structure calculations: for a pure $p^N$ configuration in this one-radial-function model, the parity label has to be taken from $N$ and not from the letter S, P or D.
